# A quasinormal-mode line with sin φ ≠ 0 is asymmetric, with a positive peak and a negative dip

## The line of one lossy mode

An emitter sits at a fixed point in a lossy cavity and is weakly coupled to it, and its decay rate is wanted as a function of its frequency ω. With the time dependence exp(-iωt), a quasinormal mode of the cavity has a complex frequency ω₀ - iγ, where γ > 0 is the rate at which the field amplitude leaks away or is absorbed. Write x = ω - ω₀ for the detuning. The mode volume V is defined here so that 1/V is a positive factor times the square, not the absolute square, of the mode field's component along the dipole at the emitter's position; the field is normalised without complex conjugation as well. This V is in general complex, and 1/V carries a phase factor exp(iφ). The contribution of the mode to the decay rate is then proportional to

F(x) = Im( exp(iφ) / (-x - iγ) ).

The angle φ is called the mode-volume phase here, but it is the phase of 1/V; the phase of V itself is -φ. The positive prefactor, which contains 1/|V| and the dipole strength, is left out, so F has the dimension of an inverse frequency. For φ = 0 the line is a Lorentzian of half-width γ at half maximum.

In Lean, `qnmLine γ φ x` is F(x). All three arguments are real numbers, and the quotient is formed in the complex numbers before its imaginary part is taken.

```lean
import Mathlib

open Real

namespace QuasinormalModeLine

noncomputable section

/-- The spectral line of one quasinormal mode at detuning `x`, with half-width `γ` and
mode-volume phase `φ`: the imaginary part of `exp(iφ)/(-x - iγ)`, for `x`, `γ` not both zero. -/
def qnmLine (γ φ x : ℝ) : ℝ :=
  (Complex.exp (φ * Complex.I) / (-(x : ℂ) - γ * Complex.I)).im
```

The shape will be compared with the Fano profile, which has a real asymmetry parameter q and a reduced detuning ε:

(q + ε)² / (1 + ε²).

```lean
/-- The Fano profile with asymmetry parameter `q` at reduced detuning `ε`. -/
def fanoProfile (q ε : ℝ) : ℝ := (q + ε) ^ 2 / (1 + ε ^ 2)
```

The model keeps one pole and holds φ and the prefactor constant across the line. The full decay rate also contains the contributions of all other modes and any non-resonant background, which no hypothesis below describes.

## Absorptive and dispersive parts

Multiply numerator and denominator by the complex conjugate of the denominator, -x + iγ:

exp(iφ) / (-x - iγ) = (cos φ + i sin φ)(-x + iγ) / (x² + γ²).

The imaginary part of the product in the numerator is γ cos φ - x sin φ, so

F(x) = (γ cos φ - x sin φ) / (x² + γ²).

The first term is the usual absorption line, even in x. The second is a dispersive line, odd in x, which the phase mixes in.

```lean
/-- The line is an absorptive Lorentzian weighted by `cos φ` minus a dispersive one
weighted by `sin φ`. -/
theorem qnmLine_eq (γ φ x : ℝ) :
    qnmLine γ φ x = (γ * cos φ - x * sin φ) / (x ^ 2 + γ ^ 2) := by
  have hre : (-(x : ℂ) - γ * Complex.I).re = -x := by simp
  have him : (-(x : ℂ) - γ * Complex.I).im = -γ := by simp
  unfold qnmLine
  rw [Complex.div_im, Complex.normSq_apply, hre, him,
    Complex.exp_ofReal_mul_I_re, Complex.exp_ofReal_mul_I_im]
  ring
```

The proof supplies the real and imaginary parts of the denominator, -x and -γ, to Mathlib's formula for the imaginary part of a quotient, and `ring` collects the terms. The theorem puts no condition on γ; if x and γ both vanish, Lean's division by zero makes both sides 0.

## The distance to the peak height is a square

The upper bound can be found without calculus. Subtract the line from the proposed peak height:

(1 + cos φ)/(2γ) - F(x) = [ (1 + cos φ)(x² + γ²) - 2γ(γ cos φ - x sin φ) ] / [ 2γ(x² + γ²) ].

Suppose cos φ ≠ -1, so that 1 + cos φ > 0, and multiply numerator and denominator by this factor. In the new numerator the coefficient of x² is (1 + cos φ)², that of x is 2γ(1 + cos φ) sin φ, and the constant term is

γ²(1 + cos φ)(1 + cos φ - 2 cos φ) = γ²(1 - cos² φ) = γ² sin² φ.

These are the three terms of a perfect square:

(1 + cos φ)/(2γ) - F(x) = ((1 + cos φ)x + γ sin φ)² / [ 2γ(1 + cos φ)(x² + γ²) ].

```lean
/-- For `γ > 0` and `cos φ ≠ -1`, the distance of the line below `(1 + cos φ)/(2γ)` is an
explicit square over a positive denominator. -/
theorem peak_gap {γ φ : ℝ} (hγ : 0 < γ) (hc : cos φ ≠ -1) (x : ℝ) :
    0 < 2 * γ * (1 + cos φ) * (x ^ 2 + γ ^ 2) ∧
    (1 + cos φ) / (2 * γ) - qnmLine γ φ x =
      ((1 + cos φ) * x + γ * sin φ) ^ 2 / (2 * γ * (1 + cos φ) * (x ^ 2 + γ ^ 2)) := by
  have h1 : 0 < 1 + cos φ := by
    have := lt_of_le_of_ne (neg_one_le_cos φ) (Ne.symm hc)
    linarith
  have hD : 0 < x ^ 2 + γ ^ 2 := by positivity
  have h2 : 0 < 2 * γ := by positivity
  have hden := mul_pos (mul_pos h2 h1) hD
  refine ⟨hden, ?_⟩
  -- completing the square uses only sin² + cos² = 1
  have hQ : ((1 + cos φ) * x + γ * sin φ) ^ 2 = (1 + cos φ) *
      ((1 + cos φ) * (x ^ 2 + γ ^ 2) - 2 * γ * (γ * cos φ - x * sin φ)) := by
    linear_combination γ ^ 2 * sin_sq_add_cos_sq φ
  rw [qnmLine_eq, hQ, div_sub_div _ _ h2.ne' hD.ne',
    div_eq_div_iff (mul_pos h2 hD).ne' hden.ne']
  ring
```

The theorem returns two facts together: the denominator is positive, and the identity holds. The intermediate statement `hQ` is the completed square. The `linear_combination` step proves it by adding γ² times the identity sin² φ + cos² φ = 1. The bound cos φ ≥ -1 enters separately, to make 1 + cos φ positive. The remaining lines put the two fractions over a common denominator.

## The distance to the dip is a square too

For the lower bound, add (1 - cos φ)/(2γ) to the line:

F(x) + (1 - cos φ)/(2γ) = [ (1 - cos φ)(x² + γ²) + 2γ(γ cos φ - x sin φ) ] / [ 2γ(x² + γ²) ].

Now suppose cos φ ≠ 1 and multiply numerator and denominator by 1 - cos φ > 0. The constant term of the numerator becomes

γ²(1 - cos φ)(1 - cos φ + 2 cos φ) = γ² sin² φ,

the coefficient of x is -2γ(1 - cos φ) sin φ, and therefore

F(x) + (1 - cos φ)/(2γ) = ((1 - cos φ)x - γ sin φ)² / [ 2γ(1 - cos φ)(x² + γ²) ].

```lean
/-- For `γ > 0` and `cos φ ≠ 1`, the distance of the line above `-(1 - cos φ)/(2γ)` is an
explicit square over a positive denominator. -/
theorem dip_gap {γ φ : ℝ} (hγ : 0 < γ) (hc : cos φ ≠ 1) (x : ℝ) :
    0 < 2 * γ * (1 - cos φ) * (x ^ 2 + γ ^ 2) ∧
    qnmLine γ φ x + (1 - cos φ) / (2 * γ) =
      ((1 - cos φ) * x - γ * sin φ) ^ 2 / (2 * γ * (1 - cos φ) * (x ^ 2 + γ ^ 2)) := by
  have h1 : 0 < 1 - cos φ := by
    have := lt_of_le_of_ne (cos_le_one φ) hc
    linarith
  have hD : 0 < x ^ 2 + γ ^ 2 := by positivity
  have h2 : 0 < 2 * γ := by positivity
  have hden := mul_pos (mul_pos h2 h1) hD
  refine ⟨hden, ?_⟩
  have hQ : ((1 - cos φ) * x - γ * sin φ) ^ 2 = (1 - cos φ) *
      ((1 - cos φ) * (x ^ 2 + γ ^ 2) + 2 * γ * (γ * cos φ - x * sin φ)) := by
    linear_combination γ ^ 2 * sin_sq_add_cos_sq φ
  rw [qnmLine_eq, hQ, div_add_div _ _ hD.ne' h2.ne',
    div_eq_div_iff (mul_pos hD h2).ne' hden.ne']
  ring
```

## Where the peak and the dip lie

A fraction with a positive denominator vanishes exactly when its numerator does. The line therefore reaches its upper bound only where (1 + cos φ)x + γ sin φ = 0, that is, at

x₊ = -γ sin φ / (1 + cos φ).

```lean
/-- For `γ > 0` and `cos φ ≠ -1`, the line reaches `(1 + cos φ)/(2γ)` at exactly one detuning,
`x = -γ sin φ/(1 + cos φ)`. -/
theorem eq_peak_iff {γ φ : ℝ} (hγ : 0 < γ) (hc : cos φ ≠ -1) (x : ℝ) :
    qnmLine γ φ x = (1 + cos φ) / (2 * γ) ↔ x = -(γ * sin φ) / (1 + cos φ) := by
  obtain ⟨hden, g⟩ := peak_gap hγ hc x
  have h1 : 1 + cos φ ≠ 0 := fun h => hc (by linarith)
  rw [eq_div_iff h1]
  constructor
  · intro h
    rw [h, sub_self] at g
    have hQ := pow_eq_zero_iff two_ne_zero |>.mp
      ((div_eq_zero_iff.mp g.symm).resolve_right hden.ne')
    linarith
  · intro h
    have hQ : (1 + cos φ) * x + γ * sin φ = 0 := by linarith
    rw [hQ, zero_pow two_ne_zero, zero_div] at g
    linarith
```

The statement is an equivalence, so it says both that the value is reached at x₊ and that it is reached nowhere else. In the forward direction the gap is zero, hence the square is zero, hence its base is zero. In the reverse direction the base is zero and the gap closes.

In the same way, for cos φ ≠ 1, the lower bound is reached only at

x₋ = γ sin φ / (1 - cos φ).

```lean
/-- For `γ > 0` and `cos φ ≠ 1`, the line reaches `-(1 - cos φ)/(2γ)` at exactly one detuning,
`x = γ sin φ/(1 - cos φ)`. -/
theorem eq_dip_iff {γ φ : ℝ} (hγ : 0 < γ) (hc : cos φ ≠ 1) (x : ℝ) :
    qnmLine γ φ x = -((1 - cos φ) / (2 * γ)) ↔ x = γ * sin φ / (1 - cos φ) := by
  obtain ⟨hden, g⟩ := dip_gap hγ hc x
  have h1 : 1 - cos φ ≠ 0 := fun h => hc (by linarith)
  rw [eq_div_iff h1]
  constructor
  · intro h
    rw [h, neg_add_cancel] at g
    have hQ := pow_eq_zero_iff two_ne_zero |>.mp
      ((div_eq_zero_iff.mp g.symm).resolve_right hden.ne')
    linarith
  · intro h
    have hQ : (1 - cos φ) * x - γ * sin φ = 0 := by linarith
    rw [hQ, zero_pow two_ne_zero, zero_div] at g
    linarith
```

For φ = π/2 the line is F(x) = -x/(x² + γ²). Its peak 1/(2γ) lies at x₊ = -γ and its dip -1/(2γ) at x₋ = γ, so neither extremum is at the resonance frequency ω₀.

## Mirror symmetry about the resonance

The absorptive term drops out of the difference between mirrored detunings:

F(-x) - F(x) = 2x sin φ / (x² + γ²).

For x ≠ 0 this is zero exactly when sin φ = 0. One nonzero detuning is thus enough to decide whether the line is symmetric.

```lean
/-- At any nonzero detuning, the line takes equal values at `x` and `-x` exactly when
`sin φ = 0`. -/
theorem mirror_iff (γ φ : ℝ) {x : ℝ} (hx : x ≠ 0) :
    qnmLine γ φ (-x) = qnmLine γ φ x ↔ sin φ = 0 := by
  have hD : x ^ 2 + γ ^ 2 ≠ 0 := by positivity
  rw [qnmLine_eq, qnmLine_eq, neg_sq, div_left_inj' hD]
  constructor
  · intro h
    have h0 : x * sin φ = 0 := by linarith
    exact (mul_eq_zero.mp h0).resolve_left hx
  · intro h
    rw [h]
    ring
```

The condition x ≠ 0 is used twice: it makes the common denominator nonzero, so that it can be cancelled, and it allows x to be divided out of x sin φ = 0.

## The shape for sin φ ≠ 0

Let γ > 0 and sin φ ≠ 0. From sin² φ + cos² φ = 1 it follows that cos φ is neither 1 nor -1, so both squares are available. They are nonnegative, which gives for every x

-(1 - cos φ)/(2γ) ≤ F(x) ≤ (1 + cos φ)/(2γ),

with equality on the left at x₋ and on the right at x₊. The lower bound is negative because cos φ < 1, and the line is not even because sin φ ≠ 0. The upper bound is positive because cos φ > -1; the theorem below gives its value but doesn't list this sign separately.

```lean
/-- For `γ > 0` and `sin φ ≠ 0` the quasinormal-mode line is not even in the detuning, attains
the maximum `(1 + cos φ)/(2γ)`, and attains the minimum `-(1 - cos φ)/(2γ)`, which is negative. -/
theorem qnmLine_shape {γ φ : ℝ} (hγ : 0 < γ) (hs : sin φ ≠ 0) :
    (¬ ∀ x, qnmLine γ φ (-x) = qnmLine γ φ x) ∧
    IsGreatest (Set.range (qnmLine γ φ)) ((1 + cos φ) / (2 * γ)) ∧
    IsLeast (Set.range (qnmLine γ φ)) (-((1 - cos φ) / (2 * γ))) ∧
    -((1 - cos φ) / (2 * γ)) < 0 := by
  have hsc := sin_sq_add_cos_sq φ
  have hp : cos φ ≠ 1 := fun h => hs (pow_eq_zero_iff two_ne_zero |>.mp (by
    rw [h] at hsc; linarith))
  have hm : cos φ ≠ -1 := fun h => hs (pow_eq_zero_iff two_ne_zero |>.mp (by
    rw [h] at hsc; linarith))
  refine ⟨fun h => hs ((mirror_iff γ φ one_ne_zero).mp (h 1)),
    ⟨⟨_, (eq_peak_iff hγ hm _).mpr rfl⟩, ?_⟩, ⟨⟨_, (eq_dip_iff hγ hp _).mpr rfl⟩, ?_⟩, ?_⟩
  · rintro _ ⟨x, rfl⟩
    obtain ⟨hden, g⟩ := peak_gap hγ hm x
    have := div_nonneg (sq_nonneg ((1 + cos φ) * x + γ * sin φ)) hden.le
    linarith
  · rintro _ ⟨x, rfl⟩
    obtain ⟨hden, g⟩ := dip_gap hγ hp x
    have := div_nonneg (sq_nonneg ((1 - cos φ) * x - γ * sin φ)) hden.le
    linarith
  · have h1 : 0 < 1 - cos φ := sub_pos.mpr (lt_of_le_of_ne (cos_le_one φ) hp)
    exact neg_neg_of_pos (div_pos h1 (by positivity))
```

The conclusion has four parts. The first denies that F(-x) = F(x) for all real x. In the second, `Set.range (qnmLine γ φ)` is the set of values that the line takes over all real detunings, and `IsGreatest` says that the given number belongs to this set and that no element exceeds it: it is a maximum that is attained, not merely a supremum. `IsLeast` says the same for the minimum, and the last part records its sign.

The hypothesis `hγ` stands for a mode that decays, and `hs` for a phase of 1/V that is not a multiple of π. In the proof, `hp` and `hm` exclude cos φ = 1 and cos φ = -1. Symmetry is refuted at x = 1, membership in the range comes from the two equivalences for x₊ and x₋, and the bounds come from the two squares.

Small examples show what each hypothesis does:

- With φ = 0 the line is γ/(x² + γ²). It is even and positive, and it approaches its infimum 0 without attaining it. Hence sin φ ≠ 0 can't be weakened to cos φ ≠ -1.
- With φ = π the line is -γ/(x² + γ²), which is even and never attains its supremum 0. Hence cos φ ≠ 1 isn't enough either.
- With γ = -1 and φ = π/2 the line is -x/(x² + 1). Its maximum is 1/2, whereas the formula would give -1/2. Hence γ ≠ 0 doesn't suffice in place of γ > 0.

## The Fano profile inside the line

The resemblance to a Fano line is an identity. Let cos φ ≠ 1 and set

ε = x/γ and q = -sin φ / (1 - cos φ).

Then (1 - cos φ)x - γ sin φ = (1 - cos φ)γ(q + ε), and x² + γ² = γ²(1 + ε²). Inserting both into the square for the dip gives

F(x) + (1 - cos φ)/(2γ) = (1 - cos φ)/(2γ) · (q + ε)²/(1 + ε²),

and hence

F(x) = (1 - cos φ)/(2γ) · [ (q + ε)²/(1 + ε²) - 1 ].

```lean
/-- For `γ > 0` and `cos φ ≠ 1` the line is a scaled Fano profile minus a constant background,
with reduced detuning `x/γ` and asymmetry parameter `q = -sin φ/(1 - cos φ)`. -/
theorem qnmLine_eq_fano {γ φ : ℝ} (hγ : 0 < γ) (hc : cos φ ≠ 1) (x : ℝ) :
    qnmLine γ φ x = (1 - cos φ) / (2 * γ) *
      (fanoProfile (-sin φ / (1 - cos φ)) (x / γ) - 1) := by
  have h1 : 1 - cos φ ≠ 0 := fun h => hc (by linarith)
  have hD : x ^ 2 + γ ^ 2 ≠ 0 := by positivity
  have e1 : -sin φ / (1 - cos φ) + x / γ =
      ((1 - cos φ) * x - γ * sin φ) / ((1 - cos φ) * γ) := by
    rw [div_add_div _ _ h1 hγ.ne']
    ring
  have e2 : 1 + (x / γ) ^ 2 = (x ^ 2 + γ ^ 2) / γ ^ 2 := by
    rw [div_pow, add_div, div_self (pow_ne_zero 2 hγ.ne'), add_comm]
  rw [eq_sub_of_add_eq (dip_gap hγ hc x).2, fanoProfile, e1, e2]
  -- both sides are now built from `γ` and the three expressions named below
  generalize (1 - cos φ) * x - γ * sin φ = Q
  generalize 1 - cos φ = a at *
  generalize x ^ 2 + γ ^ 2 = D at *
  field_simp
```

The auxiliary equations `e1` and `e2` are the two substitutions. After them both sides are built from γ and the same three expressions, (1 - cos φ)x - γ sin φ, 1 - cos φ and x² + γ²; the proof gives these single letters and lets `field_simp` clear the remaining factors.

The subtracted 1 matters physically. A Fano profile touches zero at ε = -q and tends to 1 far from resonance, while F is negative at that point and tends to 0. The identity concerns the shape alone, and q is fixed by the phase φ.

## Which phases give negative values

If cos φ = 1, then sin φ = 0 and F(x) = γ/(x² + γ²), which is positive everywhere. If cos φ ≠ 1, the value at x₋ is -(1 - cos φ)/(2γ) < 0. For γ > 0 the line is therefore negative somewhere exactly when cos φ ≠ 1. This includes φ = π, where the line is symmetric and negative throughout.

```lean
/-- For `γ > 0` the line is negative at some detuning exactly when `cos φ ≠ 1`. -/
theorem exists_neg_iff {γ φ : ℝ} (hγ : 0 < γ) :
    (∃ x, qnmLine γ φ x < 0) ↔ cos φ ≠ 1 := by
  constructor
  · rintro ⟨x, hx⟩ h
    have hsc := sin_sq_add_cos_sq φ
    rw [h] at hsc
    have hs : sin φ = 0 := pow_eq_zero_iff two_ne_zero |>.mp (by linarith)
    -- the line is then an ordinary positive Lorentzian
    rw [qnmLine_eq, h, hs, mul_one, mul_zero, sub_zero] at hx
    have : 0 < γ / (x ^ 2 + γ ^ 2) := by positivity
    linarith
  · intro h
    refine ⟨γ * sin φ / (1 - cos φ), ?_⟩
    rw [(eq_dip_iff hγ h _).mpr rfl]
    have h1 : 0 < 1 - cos φ := sub_pos.mpr (lt_of_le_of_ne (cos_le_one φ) h)
    exact neg_neg_of_pos (div_pos h1 (by positivity))

end

end QuasinormalModeLine
```

A decay rate in passive surroundings can't be negative, so wherever one mode contributes a negative amount, the rest of the sum has to compensate for it. When a computed Purcell spectrum is decomposed into quasinormal modes, a negative single-mode term is thus no sign of a fault in itself.

```lean
#print axioms QuasinormalModeLine.qnmLine_shape
#print axioms QuasinormalModeLine.qnmLine_eq_fano
#print axioms QuasinormalModeLine.exists_neg_iff
```

```
'QuasinormalModeLine.qnmLine_shape' depends on axioms: [propext, Classical.choice, Quot.sound]
'QuasinormalModeLine.qnmLine_eq_fano' depends on axioms: [propext, Classical.choice, Quot.sound]
'QuasinormalModeLine.exists_neg_iff' depends on axioms: [propext, Classical.choice, Quot.sound]
```
